# For identical non-interacting two-level monomers, a cluster product is an eigenvector exactly when the one-monomer amplitude equation holds

## Molecules far apart

Take $N$ identical molecules so far apart that they no longer influence each other. Their total energy should be $N$ times the energy of one molecule, and an approximate treatment of electron correlation should respect this. A wave function that allows only one molecule to be excited at a time leaves out the configurations in which two or more are excited at once. A cluster product keeps them all: if the configuration with no excited molecule is given amplitude $1$ and each configuration with one excited molecule has amplitude $t$, then every configuration with $n$ excited molecules has amplitude $t^n$.

Can a vector with a single free parameter be an exact eigenvector of the whole assembly, and what energy does it then have?

## Two levels per monomer

Each molecule, called a monomer here, has a reference level $0$ and an excited level $1$, with the real Hamiltonian

$$h=\begin{pmatrix}0&K\\K&2d\end{pmatrix}.$$

The number $K$ couples the two levels, and $2d$ is the energy of the excited level before coupling. For the hydrogen molecule in a minimal basis, the levels are the configurations with both electrons in the bonding or both in the antibonding orbital. There $K$ is an exchange integral, and $d$ is often written $\Delta$. The reference level has energy zero, so all energies below are measured from the reference configuration.

A configuration $s$ assigns a label $s_i\in\{0,1\}$ to each monomer $i$. The summed Hamiltonian $H$ lets each monomer matrix act on its own label:

$$(H\Psi)(s)=\sum_i\sum_{b\in\{0,1\}}h_i(s_i,b)\,\Psi(s^{i\to b}),$$

where $\Psi$ is a real function of configurations, $h_i$ is the matrix of monomer $i$, and $s^{i\to b}$ is $s$ with the label of monomer $i$ replaced by $b$.

## The amplitude equation and the energy

For $N\ge1$ equal monomers and real $K,d,t,E$, let $\Psi_t(s)=t^{n(s)}$, where $n(s)$ is the number of excited monomers in $s$. Then $\Psi_t$ is an eigenvector of $H$ with eigenvalue $E$ if and only if

$$K+2dt-Kt^2=0\qquad\text{and}\qquad E=NKt.$$

The equation for $t$ does not contain $N$. An amplitude that solves it for one monomer solves it for any number of them, and the energy is proportional to $N$.

In this non-interacting model, $\Psi_t$ is the coupled-cluster vector $\exp(t\sum_i\tau_i)$ applied to the reference, where $\tau_i$ excites monomer $i$. Since $\tau_i^2=0$ and the $\tau_i$ commute, the exponential is the product of the factors $1+t\tau_i$.

The vector has entry $1$ at the reference configuration and is not normalised. Its normalised entries are $t^{n(s)}/(1+t^2)^{N/2}$, so the reference configuration has weight $(1+t^2)^{-N}$.

## Configurations and operators in Lean

A configuration is a function `Fin N → Fin 2`, or `ι → Fin 2` for monomers labelled by any finite type `ι`. The matrix $h$ is `monomerH K d`, and `totalH` is $H$ as a linear map on real functions of configurations. The replacement $s^{i\to b}$ is `Function.update s i b`, and $\Psi_t$ is `clusterVector N t`.

The criterion above is `hasEigenvector_clusterVector_iff`. Mathlib's `HasEigenvector` requires the vector to be nonzero as well as to satisfy the eigenvalue equation. The hypothesis `1 ≤ N` is needed for the equivalence: with no monomers, $H$ is the zero map on a one-dimensional space, and the vector is an eigenvector with $E=0$ even when $t$ violates the amplitude equation.

Two further theorems surround this one. `hasEigenvector_productState_iff` allows every monomer its own $K_i$, $d_i$ and $t_i$. `clusterVector_energies` states that for $N\ge1$ and $K\ne0$ the eigenvalues reached by vectors $\Psi_t$ with real $t$ are exactly

$$N\left(d-\sqrt{d^2+K^2}\right)\quad\text{and}\quad N\left(d+\sqrt{d^2+K^2}\right).$$

If $K=0$ and $d\ne0$, this list would be wrong. The amplitude equation then gives $t=0$ and $E=0$ only, while the formula would also list $2Nd$, the energy of the configuration with all monomers excited.

The step from real molecules to the model is the replacement of their full electronic Hamiltonian by a sum of separate two-level matrices. It is put in through the definition of `totalH`, not derived from a large separation.

## Letting one monomer act

Allow the monomers to differ, and write the product vector as

$$\Psi(s)=\prod_i f_i(s_i),\qquad f_i(0)=1,\quad f_i(1)=t_i.$$

Let $P_i(s)=\prod_{j\ne i}f_j(s_j)$ be the factor from all monomers except $i$. Changing the label of monomer $i$ leaves $P_i$ alone, so $\Psi(s^{i\to b})=f_i(b)P_i(s)$. The contribution of monomer $i$ to $(H\Psi)(s)$ is therefore

$$\bigl[h_i(s_i,0)+h_i(s_i,1)\,t_i\bigr]P_i(s).$$

If $s_i=0$, then $\Psi(s)=P_i(s)$, and the contribution is $K_it_iP_i(s)=K_it_i\Psi(s)$.

If $s_i=1$, then $\Psi(s)=t_iP_i(s)$. With the residual $R_i=K_i+2d_it_i-K_it_i^2$, the contribution is

$$(K_i+2d_it_i)P_i(s)=(K_it_i^2+R_i)P_i(s)=K_it_i\Psi(s)+R_iP_i(s).$$

Summing over the monomers gives

$$(H\Psi)(s)=\Bigl(\sum_iK_it_i\Bigr)\Psi(s)+\sum_{i:\,s_i=1}R_iP_i(s).$$

## Two kinds of configuration suffice

Suppose $H\Psi=E\Psi$. At the configuration with no excitation, $\Psi=1$ and the last sum is empty, so $E=\sum_iK_it_i$.

At the configuration in which only monomer $i$ is excited, $\Psi=t_i$ and $P_i=1$. The eigenvalue equation reads $Et_i+R_i=Et_i$, hence $R_i=0$. This also holds when $t_i=0$, because nothing was divided by $t_i$.

Conversely, if every $R_i$ vanishes, the formula for $H\Psi$ gives $H\Psi=(\sum_iK_it_i)\Psi$ at all configurations. The vector is nonzero because its reference entry is $1$.

For equal monomers and equal amplitudes, the product is $t^{n(s)}$ and the energy is $NKt$. All the residual conditions are the same equation, and $N\ge1$ ensures that there is at least one of them.

## Two energies per monomer

Let $K\ne0$ and let $\varepsilon=Kt$ be the energy per monomer. Multiplying the amplitude equation by $K$ gives

$$K^2+2d\varepsilon-\varepsilon^2=0,\qquad\text{so}\qquad(\varepsilon-d)^2=d^2+K^2.$$

Hence $\varepsilon=d\pm\sqrt{d^2+K^2}$. Conversely, for either value set $t=\varepsilon/K$. Then $K$ times the residual vanishes, and since $K\ne0$ the residual itself vanishes. Multiplying $\varepsilon$ by $N$ gives the two total energies.

These are the energies with all monomers on the same root. If different monomers may have different amplitudes, the general criterion also admits products in which some monomers take one root and the rest take the other.

## Definitions and theorems in Lean 4

```lean
import Mathlib

open Module.End

namespace ExtensiveClusterProduct

noncomputable section

variable {ι : Type*} [Fintype ι] [DecidableEq ι]

/-- The Hamiltonian of a two-level monomer whose levels have energies `0` and `2 d` before they are
coupled by `K`. -/
def monomerH (K d : ℝ) : Matrix (Fin 2) (Fin 2) ℝ := !![0, K; K, 2 * d]

/-- The summed Hamiltonian of non-interacting monomers: each `h i` acts on the label of
monomer `i` and leaves the other labels alone. -/
def totalH (h : ι → Matrix (Fin 2) (Fin 2) ℝ) :
    ((ι → Fin 2) → ℝ) →ₗ[ℝ] ((ι → Fin 2) → ℝ) where
  toFun Ψ s := ∑ i, ∑ b, h i (s i) b * Ψ (Function.update s i b)
  map_add' Φ Ψ := by
    funext s
    simp only [Pi.add_apply, mul_add, Finset.sum_add_distrib]
  map_smul' c Ψ := by
    funext s
    simp only [Pi.smul_apply, smul_eq_mul, RingHom.id_apply, Finset.mul_sum]
    exact Finset.sum_congr rfl fun i _ => Finset.sum_congr rfl fun b _ => by ring

/-- The product vector: each excited monomer `i` contributes a factor `t i`, each unexcited
monomer a factor one. -/
def productState (t : ι → ℝ) (s : ι → Fin 2) : ℝ :=
  ∏ i, if s i = 1 then t i else 1

/-- The factor that all monomers other than `i` contribute to the product vector. -/
def spectators (t : ι → ℝ) (s : ι → Fin 2) (i : ι) : ℝ :=
  ∏ j ∈ Finset.univ.erase i, if s j = 1 then t j else 1

/-- The residual of the amplitude equation of one monomer. -/
def residual (K d t : ℝ) : ℝ := K + 2 * d * t - K * t ^ 2

/-- Setting the label of monomer `i` to `b` changes only its own factor in the product vector. -/
theorem productState_update (t : ι → ℝ) (s : ι → Fin 2) (i : ι) (b : Fin 2) :
    productState t (Function.update s i b) =
      (if b = 1 then t i else 1) * spectators t s i := by
  have h : (∏ j ∈ Finset.univ.erase i, if Function.update s i b j = 1 then t j else 1) =
      spectators t s i := by
    unfold spectators
    refine Finset.prod_congr rfl fun j hj => ?_
    rw [Function.update_of_ne (Finset.ne_of_mem_erase hj)]
  unfold productState
  rw [← Finset.mul_prod_erase Finset.univ _ (Finset.mem_univ i), h, Function.update_self]

/-- The summed Hamiltonian multiplies the product vector by the sum of the `K i * t i` and adds,
for each excited monomer, its residual times the factor of the other monomers. -/
theorem totalH_productState (K d t : ι → ℝ) (s : ι → Fin 2) :
    totalH (fun i => monomerH (K i) (d i)) (productState t) s =
      (∑ i, K i * t i) * productState t s +
        ∑ i, if s i = 1 then residual (K i) (d i) (t i) * spectators t s i else 0 := by
  rw [Finset.sum_mul, ← Finset.sum_add_distrib]
  change ∑ i, ∑ b, monomerH (K i) (d i) (s i) b * productState t (Function.update s i b) = _
  refine Finset.sum_congr rfl fun i _ => ?_
  have hs := productState_update t s i (s i)
  rw [Function.update_eq_self] at hs
  rw [Fin.sum_univ_two, productState_update, productState_update, hs]
  -- what remains is the action of one 2 × 2 matrix, row by row
  generalize spectators t s i = P
  generalize s i = a
  fin_cases a <;> simp [monomerH, residual] <;> ring

/-- For monomers that may all differ, the product vector is an eigenvector of the summed
Hamiltonian with eigenvalue `E` if and only if every monomer satisfies its own amplitude equation
and `E` is the sum of the `K i * t i`. -/
theorem hasEigenvector_productState_iff (K d t : ι → ℝ) (E : ℝ) :
    HasEigenvector (totalH fun i => monomerH (K i) (d i)) E (productState t) ↔
      (∀ i, residual (K i) (d i) (t i) = 0) ∧ E = ∑ i, K i * t i := by
  have vac : productState t (fun _ => 0) = 1 := by simp [productState]
  constructor
  · intro h
    have hE : ∀ s, totalH (fun i => monomerH (K i) (d i)) (productState t) s =
        E * productState t s := fun s => congrFun h.apply_eq_smul s
    -- the configuration without excitations fixes the energy
    have h0 := hE (fun _ => 0)
    rw [totalH_productState, vac] at h0
    have hE0 : E = ∑ i, K i * t i := by simpa using h0.symm
    refine ⟨fun i => ?_, hE0⟩
    -- the configuration with only monomer `i` excited gives its amplitude equation
    have hsp : spectators t (Function.update (fun _ => (0 : Fin 2)) i 1) i = 1 := by
      refine Finset.prod_eq_one fun j hj => ?_
      rw [Function.update_of_ne (Finset.ne_of_mem_erase hj)]
      simp
    have h1 := hE (Function.update (fun _ => (0 : Fin 2)) i 1)
    rw [totalH_productState, ← hE0, Finset.sum_eq_single i] at h1
    · rw [Function.update_self, if_pos rfl, hsp] at h1
      linarith
    · intro j _ hj
      rw [Function.update_of_ne hj]
      simp
    · simp
  · rintro ⟨hr, rfl⟩
    refine ⟨mem_eigenspace_iff.mpr (funext fun s => ?_), fun h => ?_⟩
    · rw [totalH_productState]
      simp [hr]
    · rw [h] at vac
      simp at vac

/-- The vector on configurations of `N` monomers with entries `t ^ (number of excited monomers)`. -/
def clusterVector (N : ℕ) (t : ℝ) (s : Fin N → Fin 2) : ℝ :=
  t ^ (Finset.univ.filter fun i => s i = 1).card

/-- For `N ≥ 1` equal monomers, the vector with entries `t ^ (number of excited monomers)` is an
eigenvector with eigenvalue `E` if and only if `K + 2 d t - K t² = 0` and `E = N K t`. -/
theorem hasEigenvector_clusterVector_iff {N : ℕ} (hN : 1 ≤ N) (K d t E : ℝ) :
    HasEigenvector (totalH fun _ : Fin N => monomerH K d) E (clusterVector N t) ↔
      K + 2 * d * t - K * t ^ 2 = 0 ∧ E = N * K * t := by
  have hp : clusterVector N t = productState (fun _ : Fin N => t) := by
    funext s
    simp [productState, clusterVector, Finset.prod_ite]
  have key := hasEigenvector_productState_iff
    (fun _ : Fin N => K) (fun _ => d) (fun _ => t) E
  have : Nonempty (Fin N) := ⟨⟨0, hN⟩⟩
  rw [hp, key]
  simp [residual, mul_assoc]

/-- For `N ≥ 1` equal monomers with `K ≠ 0`, the eigenvalues that belong to vectors of the form
`t ^ (number of excited monomers)` are exactly `N (d - √(d² + K²))` and `N (d + √(d² + K²))`. -/
theorem clusterVector_energies {N : ℕ} (hN : 1 ≤ N) {K : ℝ} (hK : K ≠ 0) (d E : ℝ) :
    (∃ t, HasEigenvector (totalH fun _ : Fin N => monomerH K d) E (clusterVector N t)) ↔
      E = N * (d - √(d ^ 2 + K ^ 2)) ∨ E = N * (d + √(d ^ 2 + K ^ 2)) := by
  simp only [hasEigenvector_clusterVector_iff hN]
  have hr : √(d ^ 2 + K ^ 2) ^ 2 = d ^ 2 + K ^ 2 := Real.sq_sqrt (by positivity)
  generalize √(d ^ 2 + K ^ 2) = r at hr ⊢
  constructor
  · rintro ⟨t, h, rfl⟩
    -- the amplitude equation is a quadratic equation for the energy `K t` per monomer
    have hq : (K * t - d - r) * (K * t - d + r) = 0 := by
      linear_combination (-K) * h - hr
    rcases mul_eq_zero.mp hq with h' | h'
    · right
      linear_combination (N : ℝ) * h'
    · left
      linear_combination (N : ℝ) * h'
  · rintro (rfl | rfl)
    · obtain ⟨t, ht⟩ : ∃ t, K * t = d - r := ⟨(d - r) / K, by field_simp⟩
      refine ⟨t, mul_left_cancel₀ hK ?_, ?_⟩
      · linear_combination (2 * d - K * t - (d - r)) * ht - hr
      · linear_combination (-(N : ℝ)) * ht
    · obtain ⟨t, ht⟩ : ∃ t, K * t = d + r := ⟨(d + r) / K, by field_simp⟩
      refine ⟨t, mul_left_cancel₀ hK ?_, ?_⟩
      · linear_combination (2 * d - K * t - (d + r)) * ht - hr
      · linear_combination (-(N : ℝ)) * ht

end

end ExtensiveClusterProduct
```

```lean
#print axioms ExtensiveClusterProduct.hasEigenvector_productState_iff
#print axioms ExtensiveClusterProduct.clusterVector_energies
```

```
'ExtensiveClusterProduct.hasEigenvector_productState_iff' depends on axioms: [propext, Classical.choice, Quot.sound]
'ExtensiveClusterProduct.clusterVector_energies' depends on axioms: [propext, Classical.choice, Quot.sound]
```

## From the action formula to the criterion

The lemma `productState_update` is the identity $\Psi(s^{i\to b})=f_i(b)P_i(s)$, with `spectators t s i` for $P_i(s)$. It splits the factor of monomer $i$ off the product and checks that the remaining factors do not see the change of label.

`totalH_productState` is the formula for $H\Psi$. Its first rewrite brings the right-hand side into a single sum over monomers, and `Finset.sum_congr` then compares the two sides monomer by monomer. To express $\Psi(s)$ itself through $P_i(s)$, the proof applies the previous lemma to the update that replaces $s_i$ by its present value. After `generalize` has turned $P_i(s)$ and $s_i$ into plain variables, `fin_cases` separates the cases $s_i=0$ and $s_i=1$, and `ring` finishes the algebra of each matrix row.

In `hasEigenvector_productState_iff`, the fact `vac` records that the reference entry is $1$. For the forward direction, `h0` is the eigenvalue equation at the reference configuration and yields `hE0`, the formula for $E$. The equation `h1` is taken at the configuration with only monomer $i$ excited. There `Finset.sum_eq_single` reduces the sum of residual terms to the one for $i$, `hsp` supplies $P_i=1$, and `linarith` cancels the term $E\,\Psi(s)$ that stands on both sides. In the converse direction the vanishing residuals remove the extra sum, and `vac` excludes the zero vector.

The equal-monomer theorem first proves `hp`, which identifies the power $t^{n(s)}$ with the product over monomers. It then specialises the general criterion to constant $K$, $d$ and $t$. The hypothesis $N\ge1$ enters as `Nonempty (Fin N)`, which lets `simp` replace "for every monomer" by the single equation.

For `clusterVector_energies`, the square root is replaced by a variable $r$ of which only $r^2=d^2+K^2$ is retained. The forward direction factors the quadratic as

$$(Kt-d-r)(Kt-d+r)=0,$$

and each factor gives one of the two energies. In the reverse direction the proof chooses $t=(d-r)/K$ or $t=(d+r)/K$. It verifies the amplitude equation after multiplication by $K$, and `mul_left_cancel₀ hK` removes that factor. The `linear_combination` lines state which multiples of the known equations add up to the required one.
